# An entropy bound on the work that permutations extract from copies of a finite-level system

Suppose the populations of one system have been rearranged until no further permutation lowers its mean energy. Taking that energy as the floor per copy can be wrong: a permutation acting jointly on several copies may go lower. The bound below holds for every number of copies, provided the initial distribution has the Shannon entropy of a Gibbs distribution at some $b>0$.

## Levels, copies and permutations

The levels are labelled by a finite type `ι`, with energies $E_i$; degeneracy is allowed.

```lean
import Mathlib

open Finset

namespace CollectiveWorkExtraction

noncomputable section

variable {ι : Type*} [Fintype ι]
```

A state is a probability vector $p$, so coherences are absent.

```lean
/-- A probability vector: nonnegative entries with sum one. -/
def IsProb (p : ι → ℝ) : Prop := (∀ i, 0 ≤ p i) ∧ ∑ i, p i = 1
```

Its entropy is $S(p)=-\sum_i p_i\log p_i$, with $0\log 0=0$ and Boltzmann's constant set to one.

```lean
/-- Shannon entropy, in natural units. -/
def entropy (p : ι → ℝ) : ℝ := ∑ i, Real.negMulLog (p i)
```

Its mean energy is $\langle E\rangle_p=\sum_i p_iE_i$.

```lean
/-- Mean energy of the distribution `p` on the spectrum `E`. -/
def meanEnergy (E p : ι → ℝ) : ℝ := ∑ i, p i * E i
```

At inverse temperature $b$, the partition function is $Z=\sum_i e^{-bE_i}$.

```lean
/-- The partition function at inverse temperature `b`. -/
def partitionFn (E : ι → ℝ) (b : ℝ) : ℝ := ∑ i, Real.exp (-b * E i)
```

The Gibbs distribution is $g_i=e^{-bE_i}/Z$, and $U(b)=\langle E\rangle_g$.

```lean
/-- The Gibbs distribution at inverse temperature `b`. -/
def gibbs (E : ι → ℝ) (b : ℝ) (i : ι) : ℝ := Real.exp (-b * E i) / partitionFn E b
```

A configuration of $n$ copies is a function $x$ from `Fin n` to the levels. Independence gives $p^{(n)}(x)=\prod_k p_{x_k}$.

```lean
/-- The joint distribution of `n` independent copies of `p`. -/
def copies (n : ℕ) (p : ι → ℝ) (x : Fin n → ι) : ℝ := ∏ k, p (x k)
```

The copies do not interact, so $E^{(n)}(x)=\sum_k E_{x_k}$.

```lean
/-- The total energy of `n` non-interacting copies. -/
def totalEnergy (n : ℕ) (E : ι → ℝ) (x : Fin n → ι) : ℝ := ∑ k, E (x k)
```

A collective operation is any permutation $\sigma$ of configurations. The final distribution is $p^{(n)}\circ\sigma$: configuration $x$ receives the population of $\sigma(x)$. Extracted work is the drop in mean energy.

```lean
/-- The drop in total mean energy when `n` copies of `p` undergo the collective
permutation `σ` of their configurations. -/
def extractedWork (n : ℕ) (E p : ι → ℝ) (σ : Equiv.Perm (Fin n → ι)) : ℝ :=
  meanEnergy (totalEnergy n E) (copies n p) - meanEnergy (totalEnergy n E) (copies n p ∘ σ)
```

## (a) Factorising sums over configurations

Show that $\sum_x\prod_k f_k(x_k)=\prod_k\sum_i f_k(i)$.

**Solution.** Expanding the right side chooses one level per copy, so each configuration occurs once.

```lean
/-- A sum over all configurations of a product of one-copy factors is the product of
the one-copy sums. -/
theorem sum_configurations {n : ℕ} (f : Fin n → ι → ℝ) :
    ∑ x : Fin n → ι, ∏ k, f k (x k) = ∏ k, ∑ i, f k i := by
  rw [Finset.prod_univ_sum, Fintype.piFinset_univ]
```

## (b) Gibbs' inequality

For probability vectors $P\ne Q$ with all $Q_i>0$, show that $S(P)<-\sum_iP_i\log Q_i$.

**Solution.** If $P_i>0$ and $P_i\ne Q_i$, multiply $\log(Q_i/P_i)<Q_i/P_i-1$ by $P_i$:
$$-P_i\log P_i+P_i\log Q_i<Q_i-P_i.$$
If $P_i=0$, this reads $0<Q_i$. If $P_i=Q_i$, both sides vanish. Some index is strict, and the right sides sum to zero. In Lean, `tangent` is the pointwise estimate and `Finset.sum_lt_sum` adds it up.

```lean
/-- Gibbs' inequality: the entropy of `P` is strictly below its cross entropy relative to
any different, everywhere positive distribution `Q`. -/
theorem gibbs_inequality {P Q : ι → ℝ} (hP : IsProb P) (hQ : IsProb Q)
    (hpos : ∀ i, 0 < Q i) (hne : P ≠ Q) :
    entropy P < -∑ i, P i * Real.log (Q i) := by
  -- where `P i > 0`, the estimate comes from `log t < t - 1` at `t = Q i / P i`
  have tangent : ∀ i, P i ≠ Q i →
      Real.negMulLog (P i) + P i * Real.log (Q i) < Q i - P i := by
    intro i h
    rcases (hP.1 i).eq_or_lt with h0 | h0
    · rw [← h0]
      simpa using hpos i
    · have h1 := Real.log_lt_sub_one_of_pos (div_pos (hpos i) h0)
        (fun e => h ((div_eq_one_iff_eq h0.ne').mp e).symm)
      rw [Real.log_div (hpos i).ne' h0.ne'] at h1
      have h2 := mul_lt_mul_of_pos_left h1 h0
      have h3 : P i * (Q i / P i - 1) = Q i - P i := by
        rw [mul_sub, mul_div_cancel₀ _ h0.ne', mul_one]
      rw [h3] at h2
      unfold Real.negMulLog
      linarith
  obtain ⟨a, ha⟩ := Function.ne_iff.mp hne
  have h : ∑ i, (Real.negMulLog (P i) + P i * Real.log (Q i)) < ∑ i, (Q i - P i) := by
    refine Finset.sum_lt_sum (fun i _ => ?_) ⟨a, Finset.mem_univ a, tangent a ha⟩
    by_cases hi : P i = Q i
    · rw [hi]
      unfold Real.negMulLog
      linarith
    · exact (tangent i hi).le
  rw [Finset.sum_add_distrib, Finset.sum_sub_distrib, hP.2, hQ.2] at h
  unfold entropy
  linarith
```

## (c) Additivity of energy

Show that $\langle E^{(n)}\rangle_{p^{(n)}}=n\langle E\rangle_p$.

**Solution.** Exchange the sums and apply (a) for each $k$:
$$\sum_k\Big(\sum_i p_iE_i\Big)\prod_{j\ne k}\sum_i p_i=n\langle E\rangle_p.$$
The `if j = k` factor puts the energy on copy $k$ only.

```lean
/-- The total mean energy of `n` independent copies is `n` times that of one copy. -/
theorem meanEnergy_copies (n : ℕ) (E : ι → ℝ) {p : ι → ℝ} (hp : ∑ i, p i = 1) :
    meanEnergy (totalEnergy n E) (copies n p) = n * meanEnergy E p := by
  have e : meanEnergy (totalEnergy n E) (copies n p)
      = ∑ k, ∑ x : Fin n → ι, (∏ j, p (x j)) * E (x k) := by
    simp only [meanEnergy, copies, totalEnergy, Finset.mul_sum]
    exact Finset.sum_comm
  -- all copies other than the `k`-th are summed out
  have key : ∀ k : Fin n, ∑ x : Fin n → ι, (∏ j, p (x j)) * E (x k) = ∑ i, p i * E i := by
    intro k
    have h := sum_configurations (fun (j : Fin n) i => p i * if j = k then E i else 1)
    have h1 : ∀ x : Fin n → ι, ∏ j, (p (x j) * if j = k then E (x j) else 1)
        = (∏ j, p (x j)) * E (x k) := by
      intro x
      rw [Finset.prod_mul_distrib]
      simp
    have h2 : ∏ j : Fin n, ∑ i, (p i * if j = k then E i else 1) = ∑ i, p i * E i := by
      rw [Finset.prod_eq_single k]
      · simp
      · intro j _ hj
        simp [hj, hp]
      · simp
    simp only [h1] at h
    exact h.trans h2
  rw [e, Finset.sum_congr rfl (fun k _ => key k)]
  simp [meanEnergy]
```

## (d) Additivity of entropy

Show that $S(p^{(n)})=nS(p)$.

**Solution.** Entropy is the mean of $-\log p_i$. Where $p^{(n)}(x)\ne0$, $-\log p^{(n)}(x)=\sum_k(-\log p_{x_k})$; other configurations contribute zero. Apply (c) with $-\log p_i$ as the energy.

```lean
/-- The Shannon entropy of `n` independent copies is `n` times that of one copy. -/
theorem entropy_copies (n : ℕ) {p : ι → ℝ} (hp : ∑ i, p i = 1) :
    entropy (copies n p) = n * entropy p := by
  -- entropy is the mean of the surprisal `-log p`, which adds over copies
  have e1 : entropy p = meanEnergy (fun i => -Real.log (p i)) p := by
    simp [entropy, meanEnergy, Real.negMulLog]
  rw [e1, ← meanEnergy_copies n _ hp]
  unfold entropy meanEnergy
  refine Finset.sum_congr rfl fun x _ => ?_
  by_cases h0 : copies n p x = 0
  · simp [h0]
  · have hx : ∀ k ∈ Finset.univ, p (x k) ≠ 0 := Finset.prod_ne_zero_iff.mp h0
    have hl : Real.log (copies n p x) = ∑ k, Real.log (p (x k)) := by
      unfold copies
      rw [Real.log_prod]
      exact hx
    unfold Real.negMulLog
    rw [hl]
    simp [totalEnergy]
```

## (e) Positivity and normalisation of the Gibbs distribution

Show that $g$ is a positive probability vector when there is at least one level.

**Solution.** Exponentials are positive, so $Z>0$, and $\sum_i g_i=Z/Z=1$.

```lean
/-- The Gibbs distribution is an everywhere positive probability vector. -/
theorem gibbs_isProb [Nonempty ι] (E : ι → ℝ) (b : ℝ) :
    (∀ i, 0 < gibbs E b i) ∧ IsProb (gibbs E b) := by
  have hZ : 0 < partitionFn E b :=
    Finset.sum_pos (fun i _ => Real.exp_pos _) Finset.univ_nonempty
  have hpos : ∀ i, 0 < gibbs E b i := fun i => div_pos (Real.exp_pos _) hZ
  refine ⟨hpos, fun i => (hpos i).le, ?_⟩
  unfold gibbs
  rw [← Finset.sum_div]
  exact div_self hZ.ne'
```

## (f) Copies of a Gibbs distribution

Show that $g^{(n)}$ is the Gibbs distribution of $E^{(n)}$ at the same $b$.

**Solution.** We have $e^{-bE^{(n)}(x)}=\prod_k e^{-bE_{x_k}}$, and by (a) its sum over $x$ is $Z^n$. Divide.

```lean
/-- Independent copies of a Gibbs distribution form the Gibbs distribution of the total
energy at the same inverse temperature. -/
theorem copies_gibbs (n : ℕ) (E : ι → ℝ) (b : ℝ) :
    copies n (gibbs E b) = gibbs (totalEnergy n E) b := by
  have hexp : ∀ x : Fin n → ι,
      Real.exp (-b * totalEnergy n E x) = ∏ k, Real.exp (-b * E (x k)) := by
    intro x
    rw [← Real.exp_sum, totalEnergy, Finset.mul_sum]
  have hZ : partitionFn (totalEnergy n E) b = ∏ _k : Fin n, partitionFn E b := by
    unfold partitionFn
    rw [Finset.sum_congr rfl (fun x _ => hexp x)]
    exact sum_configurations (fun _ i => Real.exp (-b * E i))
  funext x
  unfold copies gibbs
  rw [Finset.prod_div_distrib, hexp, hZ]
```

## (g) Cross entropy relative to a Gibbs distribution

Show that $-\sum_iP_i\log g_i=b\langle E\rangle_P+\log Z$ for a probability vector $P$.

**Solution.** Insert $\log g_i=-bE_i-\log Z$ and use $\sum_iP_i=1$.

```lean
/-- The cross entropy of `P` relative to a Gibbs distribution is `b` times the mean energy
of `P` plus the logarithm of the partition function. -/
theorem crossEntropy_gibbs (E : ι → ℝ) (b : ℝ) {P : ι → ℝ} (hP : IsProb P) :
    -∑ i, P i * Real.log (gibbs E b i)
      = b * meanEnergy E P + Real.log (partitionFn E b) := by
  have hlog : ∀ i, Real.log (gibbs E b i) = -b * E i - Real.log (partitionFn E b) := by
    intro i
    have hZ : 0 < partitionFn E b :=
      Finset.sum_pos (fun i _ => Real.exp_pos _) ⟨i, Finset.mem_univ i⟩
    rw [gibbs, Real.log_div (Real.exp_pos _).ne' hZ.ne', Real.log_exp]
  have h : ∑ i, P i * Real.log (gibbs E b i)
      = -b * ∑ i, P i * E i - Real.log (partitionFn E b) * ∑ i, P i := by
    rw [Finset.mul_sum, Finset.mul_sum, ← Finset.sum_sub_distrib]
    refine Finset.sum_congr rfl fun i _ => ?_
    rw [hlog]
    ring
  rw [h, hP.2, meanEnergy]
  ring
```

## (h) The collective energy bound

Let $b>0$ and $S(p)=S(g)$. Show that $P=p^{(n)}\circ\sigma$ has mean total energy at least $nU(b)$, with equality exactly when $P=g^{(n)}$.

**Solution.** If $P=g^{(n)}$, (c) gives equality. Otherwise, permutation preserves entropy, so (d) gives $S(P)=nS(p)=nS(g)=S(g^{(n)})$. By (f), (b) and (g),
$$b\,nU(b)+\log Z^n=S(g^{(n)})=S(P)<b\langle E^{(n)}\rangle_P+\log Z^n.$$
Cancel $\log Z^n$ and divide by $b$. Lean makes the same case split; `hS'` is the entropy equality.

The hypothesis `hS` says that $p$ and the reference Gibbs distribution have equal entropies; the existence of such a $b>0$ is assumed. With two or more levels, this excludes a $p$ concentrated on a single level: its entropy is zero, while every Gibbs distribution has positive entropy.

```lean
/-- If `p` has the entropy of the Gibbs distribution at `b > 0`, every permutation of the
configurations of `n` copies of `p` leaves total mean energy at least `n` times the Gibbs
energy, with equality exactly when the final distribution is `n` copies of the Gibbs one. -/
theorem collective_energy_bound {E p : ι → ℝ} {b : ℝ} (hb : 0 < b) (hp : IsProb p)
    (hS : entropy p = entropy (gibbs E b)) (n : ℕ) (σ : Equiv.Perm (Fin n → ι)) :
    n * meanEnergy E (gibbs E b) ≤ meanEnergy (totalEnergy n E) (copies n p ∘ σ) ∧
    (meanEnergy (totalEnergy n E) (copies n p ∘ σ) = n * meanEnergy E (gibbs E b) ↔
      copies n p ∘ σ = copies n (gibbs E b)) := by
  have : Nonempty ι := by
    rcases isEmpty_or_nonempty ι with h | h
    · have h1 := hp.2
      simp at h1
    · exact h
  have hg := gibbs_isProb E b
  have hG := gibbs_isProb (totalEnergy n E) b
  have hP : IsProb (copies n p ∘ σ) :=
    ⟨fun x => show 0 ≤ ∏ k, p (σ x k) from Finset.prod_nonneg fun k _ => hp.1 (σ x k),
      (Equiv.sum_comp σ (copies n p)).trans
        ((sum_configurations fun _ => p).trans (by simp [hp.2]))⟩
  -- a permutation keeps the entropy, so the final state has the entropy of `n` Gibbs copies
  have hS' : entropy (copies n p ∘ σ) = entropy (gibbs (totalEnergy n E) b) := by
    rw [← copies_gibbs, entropy_copies n hg.2.2, ← hS, ← entropy_copies n hp.2]
    exact Equiv.sum_comp σ (fun x => Real.negMulLog (copies n p x))
  have hU : meanEnergy (totalEnergy n E) (gibbs (totalEnergy n E) b)
      = n * meanEnergy E (gibbs E b) := by
    rw [← copies_gibbs, meanEnergy_copies n E hg.2.2]
  have hE : entropy (gibbs (totalEnergy n E) b) = -∑ x, gibbs (totalEnergy n E) b x *
      Real.log (gibbs (totalEnergy n E) b x) := by
    simp [entropy, Real.negMulLog]
  rw [copies_gibbs]
  by_cases h : copies n p ∘ σ = gibbs (totalEnergy n E) b
  · rw [h, hU]
    simp
  · -- Gibbs' inequality is strict, and the partition functions cancel
    have h1 := gibbs_inequality hP hG.2 hG.1 h
    rw [crossEntropy_gibbs _ b hP, hS', hE, crossEntropy_gibbs _ b hG.2, hU] at h1
    have h2 : n * meanEnergy E (gibbs E b)
        < meanEnergy (totalEnergy n E) (copies n p ∘ σ) :=
      lt_of_mul_lt_mul_left (a := b) (by linarith) hb.le
    exact ⟨h2.le, fun e => absurd e h2.ne', fun e => absurd e h⟩
```

## (i) The work bound

Show that the extracted work is at most $n(\langle E\rangle_p-U(b))$.

**Solution.** The initial energy is $n\langle E\rangle_p$ by (c); subtract the bound in (h). For quantum batteries, this limits the work that permutations extract from non-interacting, energy-diagonal copies satisfying the entropy hypothesis of (h). A battery with all its population in the top level does not satisfy it, and general unitaries are not treated.

```lean
/-- The work extracted from `n` copies by any collective permutation is at most `n` times the energy
difference between `p` and a Gibbs distribution of equal entropy at `b > 0`. -/
theorem extractedWork_le {E p : ι → ℝ} {b : ℝ} (hb : 0 < b) (hp : IsProb p)
    (hS : entropy p = entropy (gibbs E b)) (n : ℕ) (σ : Equiv.Perm (Fin n → ι)) :
    extractedWork n E p σ ≤ n * (meanEnergy E p - meanEnergy E (gibbs E b)) := by
  have h := (collective_energy_bound hb hp hS n σ).1
  rw [extractedWork, meanEnergy_copies n E hp.2, mul_sub]
  linarith
```

## (j) States that attain the bound

For a permutation $\tau$ of the levels, show that $p=g\circ\tau$ has entropy $S(g)$ and can reach total energy $nU(b)$.

**Solution.** Reordering leaves the entropy sum unchanged. Applying $\tau^{-1}$ to each copy's label restores $g^{(n)}$, whose energy is $nU(b)$ by (c).

For one copy with two levels $0$ and $\varepsilon>0$, let $b>0$ and let $\tau$ swap them. Undoing the swap extracts $\varepsilon(g_0-g_1)=\varepsilon\tanh(b\varepsilon/2)$, where $g_0$ and $g_1$ are the Gibbs populations of the lower and upper level.

```lean
/-- A Gibbs distribution with levels rearranged by `τ` has the Gibbs entropy, and undoing
`τ` on each of `n` copies brings the total mean energy to `n` times the Gibbs energy. -/
theorem rearranged_gibbs_witness [Nonempty ι] (E : ι → ℝ) (b : ℝ) (τ : Equiv.Perm ι)
    (n : ℕ) :
    IsProb (gibbs E b ∘ τ) ∧ entropy (gibbs E b ∘ τ) = entropy (gibbs E b) ∧
    meanEnergy (totalEnergy n E)
      (copies n (gibbs E b ∘ τ) ∘ (Equiv.piCongrRight fun _ : Fin n => τ.symm))
      = n * meanEnergy E (gibbs E b) := by
  have hg := gibbs_isProb E b
  refine ⟨⟨fun i => hg.2.1 _, (Equiv.sum_comp τ (gibbs E b)).trans hg.2.2⟩,
    Equiv.sum_comp τ (fun i => Real.negMulLog (gibbs E b i)), ?_⟩
  have h : copies n (gibbs E b ∘ τ) ∘ (Equiv.piCongrRight fun _ : Fin n => τ.symm)
      = copies n (gibbs E b) := by
    funext x
    simp [copies]
  rw [h, meanEnergy_copies n E hg.2.2]

end

end CollectiveWorkExtraction
```

```lean
#print axioms CollectiveWorkExtraction.extractedWork_le
-- 'CollectiveWorkExtraction.extractedWork_le' depends on axioms: [propext, Classical.choice, Quot.sound]
```
